# A two-body Hamiltonian on finitely many fermionic modes with $V_{pqrs}=\overline{V_{rspq}}$ is self-adjoint and conserves particle number

Let $a_p$ annihilate a fermion in mode $p$, with $p$ running over a finite set of orthonormal spin orbitals, and let $a_p^\dagger$ be its adjoint. I write $N=\sum_p a_p^\dagger a_p$ for the total number operator and

$$H=\sum_{pqrs}V_{pqrs}\,a_p^\dagger a_q^\dagger a_s a_r$$

for the interaction, with complex coefficients obeying $V_{pqrs}=\overline{V_{rspq}}$. My coefficients are not antisymmetrised, a single term of the sum is usually not Hermitian, and the annihilators stand in the order $s,r$ while $V$ carries $r,s$. Do I pick up signs from anticommuting when I check that $H^\dagger=H$? And if a wrong coefficient spoils the symmetry of $V$, do I lose particle-number conservation as well?

## Hermiticity rests on $V$, number conservation on the operator string

The answer to both questions is no. The adjoint restores the operator order by itself, so no operators have to be anticommuted and no signs appear. Number conservation holds term by term, whatever the coefficients are.

The modes obey the canonical anticommutation relations

$$a_pa_q+a_qa_p=0,\qquad a_pa_q^\dagger+a_q^\dagger a_p=\delta_{pq}.$$

The first expresses the antisymmetry of fermionic states, and the $\delta_{pq}$ in the second reflects the orthonormality of the orbitals. The condition on $V$ says that the two-particle interaction is Hermitian: with $V_{pqrs}=\tfrac12\langle pq|v|rs\rangle$, exchanging bra and ket conjugates the matrix element. Many textbooks write the factor $\tfrac12$ in front of the sum; here it is absorbed in $V$.

**The adjoint.** Reversing the product gives

$$(a_p^\dagger a_q^\dagger a_s a_r)^\dagger=a_r^\dagger a_s^\dagger a_q a_p .$$

This has the original pattern with the pairs $(p,q)$ and $(r,s)$ exchanged. Renaming the summation labels accordingly,

$$H^\dagger=\sum_{pqrs}\overline{V_{pqrs}}\,a_r^\dagger a_s^\dagger a_q a_p=\sum_{pqrs}\overline{V_{rspq}}\,a_p^\dagger a_q^\dagger a_s a_r .$$

The condition on $V$ turns the right-hand side into $H$. The order $s,r$ is what makes this work without signs, and the anticommutation relations have not been used.

**The shifts of $N$.** Move $a_q$ to the left through one occupation operator:

$$a_p^\dagger a_p a_q=-a_p^\dagger a_q a_p=-(\delta_{qp}-a_qa_p^\dagger)a_p=a_q a_p^\dagger a_p-\delta_{qp}a_p .$$

Summing over $p$ gives $Na_q=a_qN-a_q$. Since $N^\dagger=N$, the adjoint of this equation is $a_q^\dagger N=Na_q^\dagger-a_q^\dagger$, that is, $Na_q^\dagger=a_q^\dagger N+a_q^\dagger$.

**The commutator.** Put $X=a_p^\dagger a_q^\dagger a_s a_r$ and carry $N$ through from left to right:

$$\begin{aligned}
NX&=a_p^\dagger N a_q^\dagger a_s a_r+X\\
&=a_p^\dagger a_q^\dagger N a_s a_r+2X\\
&=a_p^\dagger a_q^\dagger a_s N a_r+X\\
&=XN .
\end{aligned}$$

Each term commutes with $N$, hence so does every linear combination of them.

**Counting pairs.** Write $n_p=a_p^\dagger a_p$. The same relations give

$$a_p^\dagger a_q^\dagger a_q a_p=-a_p^\dagger a_q^\dagger a_p a_q=-a_p^\dagger(\delta_{pq}-a_pa_q^\dagger)a_q=n_pn_q-\delta_{pq}n_p .$$

For $V_{pqrs}=\delta_{pr}\delta_{qs}$ only the terms with $r=p$ and $s=q$ survive, and the sum over $p$ and $q$ is $H=N^2-N$. On a state with $n$ particles this is $n(n-1)$, the number of ordered pairs. With the textbook factor $\tfrac12$ each pair is counted once.

For a finite orbital basis in electronic structure, the result allows the interaction matrix to be built and diagonalised separately for each electron number, with a Hermitian block in each case.

## What the Lean statements say

The operators live in a ring `A` with an adjoint operation `star`, which is also an algebra over the complex numbers. The modes are a family `a : ι → A` over a finite index type, and the creation operator of mode $p$ is `star (a p)`. No Fock space is constructed: any elements with the required relations will do, matrices included.

The structure `CAR` contains the two relations above, as `anti` and `mixed`, with the Kronecker delta written `if p = q then (1 : A) else 0`. The relation between two creation operators is the adjoint of `anti` and need not be assumed separately. The definitions `number` and `twoBody` are the sums $N$ and $H$ as written, with the arguments of `V p q r s` in the same order as the indices of $V_{pqrs}$.

The main theorem, `twoBody_selfAdjoint_and_conserves_number`, assumes `CAR a` and `V p q r s = star (V r s p q)` for all labels; on complex numbers, `star` is conjugation. It concludes `IsSelfAdjoint (twoBody V a)`, meaning $H^\dagger=H$, and `Commute (number a) (twoBody V a)`, meaning $NH=HN$. The assumption `[StarModule ℂ A]` says that the adjoint conjugates scalar factors, as it does for operators on a complex Hilbert space. It is needed for the adjoint of $H$ and is absent from the theorem on number conservation.

The symmetry of $V$ is sufficient for $H^\dagger=H$, but not necessary. Changing $V_{0000}$ to $i$, for example, has no effect on $H$, because $a_0a_0=0$.

The theorem does not cover the passage from a finite orbital basis to a complete, infinite one. There the operators can be unbounded, and self-adjointness becomes a question about domains as well as about algebra.

```lean
import Mathlib

open Matrix

namespace TwoBodyHamiltonian

noncomputable section

variable {ι A : Type*} [Ring A] [StarRing A]

/-- The canonical anticommutation relations for annihilation operators `a p`, whose
creation operators are the adjoints `star (a p)`. -/
structure CAR [DecidableEq ι] (a : ι → A) : Prop where
  anti : ∀ p q, a p * a q + a q * a p = 0
  mixed : ∀ p q, a p * star (a q) + star (a q) * a p = if p = q then (1 : A) else 0

variable [Fintype ι]

/-- The total number operator, the sum of `a_p† a_p` over all modes. -/
def number (a : ι → A) : A := ∑ p, star (a p) * a p

/-- The total number operator is its own adjoint. -/
theorem star_number (a : ι → A) : star (number a) = number a := by
  simp only [number, star_sum, star_mul, star_star]

/-- For modes obeying the anticommutation relations, an annihilation operator lowers the
particle number by one: `N a_q = a_q N - a_q`. -/
theorem number_mul_annihilation [DecidableEq ι] {a : ι → A} (h : CAR a) (q : ι) :
    number a * a q = a q * number a - a q := by
  -- moving `a_q` to the left through one occupation operator
  have key : ∀ p, star (a p) * a p * a q
      = a q * (star (a p) * a p) - (if q = p then (1 : A) else 0) * a p := by
    intro p
    have h1 := h.anti p q
    rw [← h.mixed q p]
    linear_combination (norm := noncomm_ring) star (a p) * h1
  unfold number
  rw [Finset.sum_mul, Finset.mul_sum, Finset.sum_congr rfl (fun p _ => key p),
    Finset.sum_sub_distrib]
  simp [ite_mul]

/-- For modes obeying the anticommutation relations, a creation operator raises the
particle number by one: `N a_q† = a_q† N + a_q†`. -/
theorem number_mul_creation [DecidableEq ι] {a : ι → A} (h : CAR a) (q : ι) :
    number a * star (a q) = star (a q) * number a + star (a q) := by
  have e := congrArg star (number_mul_annihilation h q)
  rw [star_mul, star_sub, star_mul, star_number] at e
  rw [e]
  abel

omit [Fintype ι] in
/-- Normal ordering of a pair of occupation operators, for modes obeying the
anticommutation relations: `a_p† a_q† a_q a_p = n_p n_q - δ_pq n_p`. -/
theorem pair_eq_occupations [DecidableEq ι] {a : ι → A} (h : CAR a) (p q : ι) :
    star (a p) * star (a q) * a q * a p
      = star (a p) * a p * (star (a q) * a q) - if p = q then star (a p) * a p else 0 := by
  have e : star (a p) * star (a q) * a q * a p
      = star (a p) * a p * (star (a q) * a q)
        - star (a p) * (if p = q then (1 : A) else 0) * a q := by
    have h1 := h.anti q p
    rw [← h.mixed p q]
    linear_combination (norm := noncomm_ring) star (a p) * star (a q) * h1
  rw [e]
  by_cases hpq : p = q
  · subst hpq
    simp
  · simp [hpq]

variable [Algebra ℂ A]

/-- The two-body operator, the sum of `V_pqrs a_p† a_q† a_s a_r` over all modes. -/
def twoBody (V : ι → ι → ι → ι → ℂ) (a : ι → A) : A :=
  ∑ p, ∑ q, ∑ r, ∑ s, V p q r s • (star (a p) * star (a q) * a s * a r)

/-- A sum over four modes is unchanged when the first and the second pair of labels
are exchanged. -/
theorem sum_exchange_pairs {B : Type*} [AddCommMonoid B] (F : ι → ι → ι → ι → B) :
    ∑ p, ∑ q, ∑ r, ∑ s, F p q r s = ∑ p, ∑ q, ∑ r, ∑ s, F r s p q := by
  calc ∑ p, ∑ q, ∑ r, ∑ s, F p q r s
      = ∑ x : ι × ι, ∑ y : ι × ι, F x.1 x.2 y.1 y.2 := by
        simp only [Fintype.sum_prod_type]
    _ = ∑ y : ι × ι, ∑ x : ι × ι, F x.1 x.2 y.1 y.2 := Finset.sum_comm
    _ = ∑ p, ∑ q, ∑ r, ∑ s, F r s p q := by
        simp only [Fintype.sum_prod_type]

/-- The adjoint of a two-body operator is the two-body operator with the coefficients
`conj V_rspq` in place of `V_pqrs`. -/
theorem star_twoBody [StarModule ℂ A] (V : ι → ι → ι → ι → ℂ) (a : ι → A) :
    star (twoBody V a) = twoBody (fun p q r s => star (V r s p q)) a := by
  -- the adjoint reverses each product; exchanging the label pairs restores its form
  simp only [twoBody, star_sum, star_smul, star_mul, star_star]
  rw [sum_exchange_pairs]
  simp only [mul_assoc]

/-- For modes obeying the anticommutation relations, every two-body operator conserves
the particle number, whatever its coefficients. -/
theorem number_commute_twoBody [DecidableEq ι] {a : ι → A} (h : CAR a)
    (V : ι → ι → ι → ι → ℂ) : Commute (number a) (twoBody V a) := by
  unfold twoBody
  refine Commute.sum_right _ _ _ fun p _ => Commute.sum_right _ _ _ fun q _ =>
    Commute.sum_right _ _ _ fun r _ => Commute.sum_right _ _ _ fun s _ =>
    Commute.smul_right ?_ _
  have h1 := number_mul_creation h p
  have h2 := number_mul_creation h q
  have h3 := number_mul_annihilation h s
  have h4 := number_mul_annihilation h r
  -- two steps up and two steps down cancel
  change number a * (star (a p) * star (a q) * a s * a r)
    = star (a p) * star (a q) * a s * a r * number a
  linear_combination (norm := noncomm_ring) h1 * (star (a q) * a s * a r)
    + star (a p) * h2 * (a s * a r) + star (a p) * star (a q) * h3 * a r
    + star (a p) * star (a q) * a s * h4

/-- If the modes obey the anticommutation relations and `V_pqrs = conj V_rspq`, the
two-body Hamiltonian is self-adjoint and commutes with the total number operator. -/
theorem twoBody_selfAdjoint_and_conserves_number [StarModule ℂ A] [DecidableEq ι]
    {a : ι → A} (h : CAR a) {V : ι → ι → ι → ι → ℂ}
    (hV : ∀ p q r s, V p q r s = star (V r s p q)) :
    IsSelfAdjoint (twoBody V a) ∧ Commute (number a) (twoBody V a) := by
  refine ⟨?_, number_commute_twoBody h V⟩
  have e : (fun p q r s => star (V r s p q)) = V := by
    funext p q r s
    exact (hV p q r s).symm
  rw [IsSelfAdjoint, star_twoBody, e]

/-- For modes obeying the anticommutation relations, the two-body operator with
`V_pqrs = δ_pr δ_qs` equals `N² - N`. -/
theorem twoBody_pair_count [DecidableEq ι] {a : ι → A} (h : CAR a) :
    twoBody (fun p q r s => if p = r ∧ q = s then 1 else 0) a
      = number a * number a - number a := by
  have e : twoBody (fun p q r s => if p = r ∧ q = s then 1 else 0) a
      = ∑ p, ∑ q, star (a p) * star (a q) * a q * a p := by
    unfold twoBody
    refine Finset.sum_congr rfl fun p _ => Finset.sum_congr rfl fun q _ => ?_
    -- only the term `r = p`, `s = q` survives
    rw [Finset.sum_eq_single p, Finset.sum_eq_single q]
    · simp
    · intro s _ hs
      simp [hs.symm]
    · simp
    · intro r _ hr
      simp [hr.symm]
    · simp
  rw [e]
  simp only [pair_eq_occupations h, Finset.sum_sub_distrib, Finset.sum_ite_eq,
    Finset.mem_univ, if_true, number, Finset.sum_mul_sum]

/-- Annihilation matrices of two fermionic modes in the basis: empty, first mode filled,
second mode filled, both filled. -/
def twoModes : Fin 2 → Matrix (Fin 4) (Fin 4) ℂ :=
  ![!![0, 1, 0, 0; 0, 0, 0, 0; 0, 0, 0, 1; 0, 0, 0, 0],
    !![0, 0, 1, 0; 0, 0, 0, -1; 0, 0, 0, 0; 0, 0, 0, 0]]

/-- The two-mode matrices obey the anticommutation relations, and their quartic term
`a_0† a_1† a_1 a_0` is the projector on the state with both modes filled. -/
theorem CAR_witness : CAR twoModes ∧
    star (twoModes 0) * star (twoModes 1) * twoModes 1 * twoModes 0
      = !![0, 0, 0, 0; 0, 0, 0, 0; 0, 0, 0, 0; 0, 0, 0, 1] := by
  refine ⟨⟨?_, ?_⟩, ?_⟩
  · intro p q
    fin_cases p <;> fin_cases q <;> ext i j <;> fin_cases i <;> fin_cases j <;>
      simp [twoModes]
  · intro p q
    fin_cases p <;> fin_cases q <;> ext i j <;> fin_cases i <;> fin_cases j <;>
      simp only [Matrix.add_apply, Matrix.mul_apply, Fin.sum_univ_four,
        Matrix.star_eq_conjTranspose, Matrix.conjTranspose_apply] <;>
      simp [twoModes]
  · -- the pair annihilator maps the filled state to the empty one
    have e : twoModes 1 * twoModes 0
        = !![0, 0, 0, 1; 0, 0, 0, 0; 0, 0, 0, 0; 0, 0, 0, 0] := by
      ext i j
      fin_cases i <;> fin_cases j <;>
        simp [twoModes, Matrix.mul_apply, Fin.sum_univ_four]
    rw [mul_assoc, ← star_mul, e]
    ext i j
    fin_cases i <;> fin_cases j <;>
      simp [Matrix.mul_apply, Fin.sum_univ_four, Matrix.star_eq_conjTranspose]

end

end TwoBodyHamiltonian
```

```lean
#print axioms TwoBodyHamiltonian.twoBody_selfAdjoint_and_conserves_number
#print axioms TwoBodyHamiltonian.twoBody_pair_count
```

```
'TwoBodyHamiltonian.twoBody_selfAdjoint_and_conserves_number' depends on axioms: [propext, Classical.choice, Quot.sound]
'TwoBodyHamiltonian.twoBody_pair_count' depends on axioms: [propext, Classical.choice, Quot.sound]
```

## From the anticommutators to the two conclusions

`star_number` checks $N^\dagger=N$. In `number_mul_annihilation`, the inner claim `key` is the exchange of $a_q$ with a single occupation operator. The delta is first replaced by the anticommutator it stands for. Then `linear_combination` multiplies the relation $a_pa_q+a_qa_p=0$ by $a_p^\dagger$ from the left, and `noncomm_ring` confirms that the two sides agree without ever exchanging factors. Summing over $p$ gives the lowering rule. `number_mul_creation` applies `star` to that rule and rearranges, as in the derivation above.

The relabelling in the adjoint is isolated in `sum_exchange_pairs`. It groups the four sums into two sums over pairs of labels, exchanges those two with `Finset.sum_comm`, and ungroups them. `star_twoBody` reverses the products, conjugates the coefficients and applies this exchange. It has no `CAR` hypothesis, which is the formal version of the remark that no signs arise.

`number_commute_twoBody` first reduces the claim to a single term: `Commute.sum_right` removes the four sums and `Commute.smul_right` removes the coefficient. The final `linear_combination` has four summands, one for each step of the chain from $NX$ to $XN$. Each is a shift rule multiplied by the operators standing to its left and right. There is no hypothesis on `V`.

The main theorem joins the two parts. The symmetry assumption shows that the coefficients $\overline{V_{rspq}}$ are the same function as $V$, so `star_twoBody` becomes $H^\dagger=H$.

`pair_eq_occupations` proves the formula for $a_p^\dagger a_q^\dagger a_q a_p$, treating $p=q$ and $p\neq q$ separately once the delta has appeared. In `twoBody_pair_count`, two uses of `Finset.sum_eq_single` select $r=p$ and $s=q$; the pair formula is then summed to $N^2-N$.

Finally, `CAR_witness` supplies a concrete case, the $4\times4$ matrices `twoModes`. It checks the relations entry by entry. For the quartic product it first computes $a_1a_0$, which takes the doubly occupied state to the empty one, and then multiplies by the adjoint of that matrix.

## Two modes with numbers

Take these two modes, labelled 0 and 1, in the basis: empty, mode 0 filled, mode 1 filled, both filled. Let $P=a_0^\dagger a_1^\dagger a_1a_0=\mathrm{diag}(0,0,0,1)$. Terms with $p=q$ or $r=s$ vanish, and exchanging two neighbouring annihilators or two neighbouring creators changes the sign. Four coefficients remain:

$$H=(V_{0101}+V_{1010}-V_{0110}-V_{1001})\,P .$$

Choose $V_{0101}=V_{1010}=2$, $V_{0110}=\tfrac12+i$ and $V_{1001}=\tfrac12-i$, with all other coefficients zero. The symmetry condition holds, and

$$H=(2+2-1)P=3P,$$

which is Hermitian. It commutes with $N=\mathrm{diag}(0,1,1,2)$, since both matrices are diagonal. The complex values are chosen only to exercise the condition on $V$: matrix elements of an interaction that treats the two particles alike also obey $V_{pqrs}=V_{qpsr}$, which together with Hermiticity would make $V_{0110}=V_{1001}$ real. Replacing both by $\tfrac12$ gives the same $H$.

Now spoil the symmetry by setting $V_{1001}=\tfrac12+i$ as well. Then $H=(3-2i)P$, which is no longer Hermitian but still commutes with $N$. A wrong coefficient of this kind therefore escapes a check of particle number and shows up in a check of Hermiticity.

## Strings with other numbers of creators and annihilators

The same shift argument applies to any product $Y$ of $k$ creation and $l$ annihilation operators, in any order: carrying $N$ through it gives $NY=YN+(k-l)Y$. A one-body term $a_p^\dagger a_q$ therefore conserves particle number, and so does the usual electronic Hamiltonian with one-body and two-body parts in a finite basis. A pairing term $a_p^\dagger a_q^\dagger$ with $p\neq q$ raises the number by two.
